# Constancy of the energy current along a Joule-heated conductor in a steady state

The theorem `energy_current_conserved` concerns a one-dimensional conductor on [0, l] in a steady state, whose positive conductivity s may vary with position, whose thermal conductivity is L s T by the Wiedemann-Franz law, and in which heat conduction balances Joule heating, with no thermoelectric terms. It states that there is a number C with L s T T′ + j p = C at every interior point, where p is the potential and j = s p′ is constant; the sum is, up to sign, the energy current density. The attempt shows that the sum has zero derivative, by the heat balance and s p′ = j, and so takes equal values at any two interior points. It then compares each point with the midpoint l/2, whose value is to serve as C.

This version doesn't compile in Lean 4 with Mathlib:

```lean
import Mathlib

open Set

namespace EnergyCurrentConserved

noncomputable section

/-- The thermal conductivity `L s T` given by the Wiedemann-Franz law for Lorenz number `L`,
electrical conductivity `s` and temperature `T`. -/
def thermalConductivity (L : ℝ) (s T : ℝ → ℝ) (x : ℝ) : ℝ := L * s x * T x

/-- A conductor on `[0, l]` with positive conductivity `s`, potential `p` from `-V/2` to `V/2`,
constant `s p' = j`, and end temperatures `T₁`, `T₂`, in which heat conduction with thermal
conductivity `L s T` balances Joule heating. The functions `dp` and `dT` are the gradients of `p`
and `T`. -/
structure JouleHeated (l L V T₁ T₂ j : ℝ) (s p dp T dT : ℝ → ℝ) : Prop where
  length_pos : 0 < l
  voltage_pos : 0 < V
  s_pos : ∀ x ∈ Ioo 0 l, 0 < s x
  p_cont : ContinuousOn p (Icc 0 l)
  T_cont : ContinuousOn T (Icc 0 l)
  p_deriv : ∀ x ∈ Ioo 0 l, HasDerivAt p (dp x) x
  T_deriv : ∀ x ∈ Ioo 0 l, HasDerivAt T (dT x) x
  p_left : p 0 = -V / 2
  p_right : p l = V / 2
  T_left : T 0 = T₁
  T_right : T l = T₂
  current : ∀ x ∈ Ioo 0 l, s x * dp x = j
  heat : ∀ x ∈ Ioo 0 l,
    HasDerivAt (fun y => thermalConductivity L s T y * dT y) (-(s x * dp x ^ 2)) x

/-- A quantity that is continuous on a closed interval and has zero gradient inside it
takes the same value at both ends. -/
theorem eq_of_zero_gradient {a b : ℝ} {f : ℝ → ℝ} (hab : a ≤ b)
    (hc : ContinuousOn f (Icc a b)) (hd : ∀ x ∈ Ioo a b, HasDerivAt f 0 x) : f a = f b := by
  rcases hab.eq_or_lt with h | h
  · rw [h]
  · obtain ⟨c, _, he⟩ := exists_hasDerivAt_eq_slope f (fun _ => 0) h hc hd
    rcases div_eq_zero_iff.mp he.symm with h0 | h0 <;> linarith

variable {l L V T₁ T₂ T₀ j : ℝ} {s p dp T dT : ℝ → ℝ}

/-- In a Joule-heated conductor the sum of the conduction term `L s T T'` and the electrical
term `j p` has the same value at all interior points. -/
theorem energy_current_conserved (h : JouleHeated l L V T₁ T₂ j s p dp T dT) :
    ∃ C, ∀ x ∈ Ioo 0 l, thermalConductivity L s T x * dT x + j * p x = C := by
  have hd : ∀ x ∈ Ioo 0 l,
      HasDerivAt (fun y => thermalConductivity L s T y * dT y + j * p y) 0 x := by
    intro x hx
    refine ((h.heat x hx).fun_add ((h.p_deriv x hx).const_mul j)).congr_deriv ?_
    linear_combination -dp x * h.current x hx
  have key : ∀ u ∈ Ioo 0 l, ∀ v ∈ Ioo 0 l, u ≤ v →
      thermalConductivity L s T u * dT u + j * p u
        = thermalConductivity L s T v * dT v + j * p v := by
    intro u hu v hv huv
    exact eq_of_zero_gradient (f := fun y => thermalConductivity L s T y * dT y + j * p y) huv
      (fun z hz => (hd z ⟨lt_of_lt_of_le hu.1 hz.1,
        lt_of_le_of_lt hz.2 hv.2⟩).continuousAt.continuousWithinAt)
      (fun z hz => hd z ⟨hu.1.trans hz.1, hz.2.trans hv.2⟩)
  have hm : l / 2 ∈ Ioo 0 l := ⟨by linarith [h.length_pos], by linarith [h.length_pos]⟩
  refine ⟨_, fun x hx => ?_⟩
  · exact thermalConductivity L s T (l / 2) * dT (l / 2) + j * p (l / 2)
  · rcases le_total x (l / 2) with hle | hle
    · exact key x hx _ hm hle
    · exact (key _ hm x hx hle).symm

end

end EnergyCurrentConserved
```

The compiler's answer:

```
Main.lean:62:10: error: don't know how to synthesize placeholder for argument `w`
context:
l L V T₁ T₂ j : ℝ
s p dp T dT : ℝ → ℝ
h : JouleHeated l L V T₁ T₂ j s p dp T dT
hd : ∀ x ∈ Ioo 0 l, HasDerivAt (fun y => thermalConductivity L s T y * dT y + j * p y) 0 x
key :
  ∀ u ∈ Ioo 0 l,
    ∀ v ∈ Ioo 0 l, u ≤ v → thermalConductivity L s T u * dT u + j * p u = thermalConductivity L s T v * dT v + j * p v
hm : l / 2 ∈ Ioo 0 l
⊢ ℝ
Main.lean:47:76: error: unsolved goals
l L V T₁ T₂ j : ℝ
s p dp T dT : ℝ → ℝ
h : JouleHeated l L V T₁ T₂ j s p dp T dT
hd : ∀ x ∈ Ioo 0 l, HasDerivAt (fun y => thermalConductivity L s T y * dT y + j * p y) 0 x
key :
  ∀ u ∈ Ioo 0 l,
    ∀ v ∈ Ioo 0 l, u ≤ v → thermalConductivity L s T u * dT u + j * p u = thermalConductivity L s T v * dT v + j * p v
hm : l / 2 ∈ Ioo 0 l
⊢ ∃ C, ∀ x ∈ Ioo 0 l, thermalConductivity L s T x * dT x + j * p x = C
```

What went wrong. The first message says that Lean cannot find the argument `w`, which is the witness C of the existential. In `refine`, a `_` must be determined by unification, whereas a `?_` may be left as a new goal. Nothing in `⟨_, fun x hx => ?_⟩` determines C, because the proof that would mention its value is itself postponed. The next line does supply the value, but as the answer to a separate goal, which `_` does not create. The second message is a consequence of the first: `refine` failed, so the whole existential statement is still unproved.

The repair writes the value at `l / 2` in place of `_`. Only the equation for a given `x` then remains to be proved, so the bullet that supplied the value has to go. The case split on `le_total x (l / 2)` and its two proofs are unchanged; removing their outer bullet and indentation is mere tidying.

Fix (accepted with no message):

```diff
@@ -60,9 +60,8 @@
       (fun z hz => hd z ⟨hu.1.trans hz.1, hz.2.trans hv.2⟩)
   have hm : l / 2 ∈ Ioo 0 l := ⟨by linarith [h.length_pos], by linarith [h.length_pos]⟩
-  refine ⟨_, fun x hx => ?_⟩
-  · exact thermalConductivity L s T (l / 2) * dT (l / 2) + j * p (l / 2)
-  · rcases le_total x (l / 2) with hle | hle
-    · exact key x hx _ hm hle
-    · exact (key _ hm x hx hle).symm
+  refine ⟨thermalConductivity L s T (l / 2) * dT (l / 2) + j * p (l / 2), fun x hx => ?_⟩
+  rcases le_total x (l / 2) with hle | hle
+  · exact key x hx _ hm hle
+  · exact (key _ hm x hx hle).symm
 
 end
```
